# A nonempty chemical-potential window of one of finitely many phases is bounded exactly when its composition is interior to the convex hull of all compositions

Take finitely many phases and one that is stable at some chemical potentials. Whether its range of stability is bounded depends only on where its composition lies among those of all the phases. The composition coordinates are independent here: for \(n+1\) components, \(x_i\in\mathbb R^n\) lists \(n\) of the atomic fractions of phase \(i\), \(E_i\) is its energy per atom, and \(\mu\) collects the chemical potentials relative to the remaining component. If all \(n+1\) fractions were kept, the convex hull of the compositions would be flat and every nonempty window unbounded, since a common shift of all potentials changes no comparison.

In Lean 4 with Mathlib:

```lean
import Mathlib

open scoped InnerProductSpace

namespace BoundedWindows

variable {ι V : Type*} [NormedAddCommGroup V] [InnerProductSpace ℝ V]
```

The type `ι` labels the phases. The real inner product space `V` holds both compositions and chemical potentials; \(\mathbb R^n\) is the standard case.

```lean
/-- The stability window of phase `k`: all chemical potentials `μ` for which `k` minimizes
`E i - ⟪μ, x i⟫` among the phases with compositions `x i` and energies `E i`. -/
def window (x : ι → V) (E : ι → ℝ) (k : ι) : Set V :=
  {μ | ∀ i, E k - ⟪μ, x k⟫_ℝ ≤ E i - ⟪μ, x i⟫_ℝ}
```

The window of phase \(k\) is the set of \(\mu\) with

\[
E_k-\langle\mu,x_k\rangle\le E_i-\langle\mu,x_i\rangle\quad\text{for all } i .
\]

Ties are allowed, so coexistence points belong to it. Each phase has one fixed composition and energy. No hypothesis ensures that the list contains every competing phase of the real material; a missing one could shrink the window.

```lean
/-- Starting from a chemical potential in the window of phase `k`, one can move arbitrarily far
in direction `d` without leaving the window if and only if no composition lies further along
`d` than that of `k`. -/
theorem ray_mem_window_iff {x : ι → V} {E : ι → ℝ} {k : ι} {μ : V}
    (hμ : μ ∈ window x E k) (d : V) :
    (∀ t : ℝ, 0 ≤ t → μ + t • d ∈ window x E k) ↔ ∀ i, ⟪d, x i - x k⟫_ℝ ≤ 0 := by
  constructor
  · intro h i
    by_contra hc
    have hpos := not_le.mp hc
    rw [inner_sub_right] at hpos
    have hi : E k - ⟪μ, x k⟫_ℝ ≤ E i - ⟪μ, x i⟫_ℝ := hμ i
    -- a step long enough to make phase `i` win over phase `k`
    obtain ⟨t, ht0, hta⟩ : ∃ t : ℝ, 0 ≤ t ∧ t * (⟪d, x i⟫_ℝ - ⟪d, x k⟫_ℝ) =
        (E i - ⟪μ, x i⟫_ℝ) - (E k - ⟪μ, x k⟫_ℝ) + 1 :=
      ⟨_ / _, div_nonneg (by linarith) hpos.le, div_mul_cancel₀ _ hpos.ne'⟩
    have ht : E k - ⟪μ + t • d, x k⟫_ℝ ≤ E i - ⟪μ + t • d, x i⟫_ℝ := h t ht0 i
    simp only [inner_add_left, real_inner_smul_left] at ht
    nlinarith
  · intro h t ht i
    have h1 : E k - ⟪μ, x k⟫_ℝ ≤ E i - ⟪μ, x i⟫_ℝ := hμ i
    have h2 := mul_nonneg ht (neg_nonneg.mpr (h i))
    rw [inner_sub_right] at h2
    show E k - ⟪μ + t • d, x k⟫_ℝ ≤ E i - ⟪μ + t • d, x i⟫_ℝ
    simp only [inner_add_left, real_inner_smul_left]
    nlinarith
```

Take \(\mu\) in the window and let \(g_i\ge 0\) be the right side minus the left side of the inequality above. Then \(\mu+td\) is in the window exactly when

\[
t\,\langle d,x_i-x_k\rangle\le g_i\quad\text{for all } i .
\]

If every inner product is at most zero, this holds for all \(t\ge 0\). If one is positive, \(t=(g_i+1)/\langle d,x_i-x_k\rangle\) violates it. The first `obtain` chooses this \(t\), and `nlinarith` finishes the comparison.

```lean
/-- If a ball of radius `r > 0` about the composition of phase `k` fits into the convex hull of
the compositions, and no phase lies more than `M` above `k` in energy, then every chemical
potential in the window of `k` has norm at most `M / r`. -/
theorem norm_le_of_closedBall_subset {x : ι → V} {E : ι → ℝ} {k : ι} {μ : V} {r M : ℝ}
    (hr : 0 < r) (hball : Metric.closedBall (x k) r ⊆ convexHull ℝ (Set.range x))
    (hM : ∀ i, E i - E k ≤ M) (hμ : μ ∈ window x E k) : ‖μ‖ ≤ M / r := by
  -- the stability inequalities extend from the compositions to their hull
  have hull : convexHull ℝ (Set.range x) ⊆ {y | ⟪μ, y⟫_ℝ ≤ M + ⟪μ, x k⟫_ℝ} := by
    apply convexHull_min
    · rintro _ ⟨i, rfl⟩
      have hi : E k - ⟪μ, x k⟫_ℝ ≤ E i - ⟪μ, x i⟫_ℝ := hμ i
      show ⟪μ, x i⟫_ℝ ≤ M + ⟪μ, x k⟫_ℝ
      linarith [hM i]
    · exact convex_halfSpace_le
        ⟨fun a b => inner_add_right _ _ _, fun c a => real_inner_smul_right _ _ _⟩ _
  rw [le_div_iff₀ hr]
  rcases eq_or_ne μ 0 with h0 | h0
  · rw [h0, norm_zero, zero_mul]
    linarith [hM k]
  · have hn : 0 < ‖μ‖ := norm_pos_iff.mpr h0
    -- evaluate at the point of the ball that lies in direction `μ`
    have hnorm : ‖(r / ‖μ‖) • μ‖ = r := by
      rw [norm_smul, Real.norm_eq_abs, abs_of_nonneg (div_pos hr hn).le,
        div_mul_cancel₀ _ hn.ne']
    have hy : x k + (r / ‖μ‖) • μ ∈ Metric.closedBall (x k) r := by
      rw [Metric.mem_closedBall, dist_eq_norm, add_sub_cancel_left]
      exact hnorm.le
    have key : ⟪μ, x k + (r / ‖μ‖) • μ⟫_ℝ ≤ M + ⟪μ, x k⟫_ℝ := hull (hball hy)
    rw [inner_add_right, real_inner_smul_right, real_inner_self_eq_norm_sq] at key
    have e : r / ‖μ‖ * ‖μ‖ ^ 2 = ‖μ‖ * r := by
      rw [pow_two, ← mul_assoc, div_mul_cancel₀ _ hn.ne', mul_comm]
    linarith
```

This gives an explicit bound. For \(\mu\) in the window,

\[
\langle\mu,x_i\rangle\le E_i-E_k+\langle\mu,x_k\rangle\le M+\langle\mu,x_k\rangle .
\]

The points \(y\) with \(\langle\mu,y\rangle\le M+\langle\mu,x_k\rangle\) form a convex set (a half-space if \(\mu\ne0\)) containing all compositions, hence their hull; this is `convexHull_min`. For \(\mu\ne0\), the point \(y=x_k+(r/\|\mu\|)\mu\) lies in the ball, so

\[
\langle\mu,x_k\rangle+r\|\mu\|\le M+\langle\mu,x_k\rangle,
\]

and \(\|\mu\|\le M/r\). For \(\mu=0\), the case \(i=k\) gives \(M\ge0\), which suffices.

```lean
/-- In finite dimension, the composition of phase `k` is interior to the convex hull of all
compositions if and only if it is not extremal in any nonzero direction `d`. -/
theorem mem_interior_hull_iff [FiniteDimensional ℝ V] (x : ι → V) (k : ι) :
    x k ∈ interior (convexHull ℝ (Set.range x)) ↔
      ∀ d : V, (∀ i, ⟪d, x i - x k⟫_ℝ ≤ 0) → d = 0 := by
  have : CompleteSpace V := FiniteDimensional.complete ℝ V
  constructor
  · intro h d hd
    obtain ⟨r, hr, hb⟩ :=
      Metric.nhds_basis_closedBall.mem_iff.mp (mem_interior_iff_mem_nhds.mp h)
    -- for equal energies `d` lies in the window, whose norm bound is zero
    have hw : d ∈ window x (fun _ => (0 : ℝ)) k := by
      intro i
      have hi := hd i
      rw [inner_sub_right] at hi
      show (0 : ℝ) - ⟪d, x k⟫_ℝ ≤ 0 - ⟪d, x i⟫_ℝ
      linarith
    have hle := norm_le_of_closedBall_subset (M := 0) hr hb (fun i => by simp) hw
    rw [zero_div] at hle
    exact norm_le_zero_iff.mp hle
  · intro h
    by_contra hk
    rcases (interior (convexHull ℝ (Set.range x))).eq_empty_or_nonempty with he | hne
    · -- flat hull: a normal to the affine span is a forbidden direction
      have hx : ∀ i, x i ∈ affineSpan ℝ (Set.range x) :=
        fun i => subset_affineSpan ℝ _ (Set.mem_range_self i)
      have hdir : (affineSpan ℝ (Set.range x)).direction = ⊤ := by
        rw [← Submodule.orthogonal_eq_bot_iff, Submodule.eq_bot_iff]
        intro d hd
        apply h
        intro i
        have hm : x i - x k ∈ (affineSpan ℝ (Set.range x)).direction :=
          AffineSubspace.vsub_mem_direction (hx i) (hx k)
        exact (Submodule.inner_left_of_mem_orthogonal hm hd).le
      have htop := (AffineSubspace.direction_eq_top_iff_of_nonempty ⟨x k, hx k⟩).mp hdir
      have hn := interior_convexHull_nonempty_iff_affineSpan_eq_top.mpr htop
      rw [he] at hn
      exact Set.not_nonempty_empty hn
    · -- solid hull: a supporting hyperplane passes through `x k`
      have hconv := convex_convexHull ℝ (Set.range x)
      obtain ⟨f, hf⟩ := geometric_hahn_banach_open_point hconv.interior isOpen_interior hk
      have hsub : interior (convexHull ℝ (Set.range x)) ⊆ {y | f y ≤ f (x k)} :=
        fun a ha => (hf a ha).le
      have hle : ∀ i, f (x i) ≤ f (x k) := by
        intro i
        have hi : x i ∈ closure (interior (convexHull ℝ (Set.range x))) := by
          rw [hconv.closure_interior_eq_closure_of_nonempty_interior hne]
          exact subset_closure (subset_convexHull ℝ _ (Set.mem_range_self i))
        exact closure_minimal hsub (isClosed_le f.continuous continuous_const) hi
      have hd := h ((InnerProductSpace.toDual ℝ V).symm f) (fun i => by
        rw [InnerProductSpace.toDual_symm_apply, map_sub]
        linarith [hle i])
      obtain ⟨a, ha⟩ := hne
      have hlt := hf a ha
      rw [← InnerProductSpace.toDual_symm_apply (𝕜 := ℝ) (y := f) (x := a),
        ← InnerProductSpace.toDual_symm_apply (𝕜 := ℝ) (y := f) (x := x k), hd,
        inner_zero_left, inner_zero_left] at hlt
      exact lt_irrefl _ hlt
```

Suppose first that \(x_k\) is interior and \(\langle d,x_i-x_k\rangle\le0\) for all \(i\). With all energies set equal, \(d\) itself lies in the window, and the previous bound with \(M=0\) gives \(d=0\).

Conversely, suppose only \(d=0\) satisfies these inequalities, but \(x_k\) is not interior. There are two cases.

- If the hull has no interior, the compositions lie in a proper affine subspace, because `V` is finite-dimensional. A nonzero normal \(d\) gives \(\langle d,x_i-x_k\rangle=0\) for all \(i\), a contradiction.
- If it has interior, `geometric_hahn_banach_open_point` supplies a linear \(f\) with \(f(a)<f(x_k)\) for every interior point \(a\). Taking closures gives \(f(x_i)\le f(x_k)\). Writing \(f(y)=\langle d,y\rangle\) forces \(d=0\), hence \(0<0\).

```lean
/-- For finitely many phases, a nonempty stability window of phase `k` is bounded if and only if
the composition of `k` lies in the interior of the convex hull of all compositions. -/
theorem isBounded_window_iff [Finite ι] [FiniteDimensional ℝ V] {x : ι → V} {E : ι → ℝ}
    {k : ι} (hne : (window x E k).Nonempty) :
    Bornology.IsBounded (window x E k) ↔ x k ∈ interior (convexHull ℝ (Set.range x)) := by
  constructor
  · intro hb
    rw [mem_interior_hull_iff]
    intro d hd
    by_contra h0
    obtain ⟨μ, hμ⟩ := hne
    obtain ⟨R, hR⟩ := isBounded_iff_forall_norm_le.mp hb
    have hpos : 0 < ‖d‖ := norm_pos_iff.mpr h0
    -- follow the ray in direction `d` beyond the supposed bound `R`
    obtain ⟨t, ht0, htd⟩ : ∃ t : ℝ, 0 ≤ t ∧ t * ‖d‖ = R + ‖μ‖ + 1 :=
      ⟨_ / _, div_nonneg (by linarith [hR μ hμ, norm_nonneg μ]) hpos.le,
        div_mul_cancel₀ _ hpos.ne'⟩
    have h1 := hR _ ((ray_mem_window_iff hμ d).mpr hd t ht0)
    have h2 := norm_sub_le (μ + t • d) μ
    rw [add_sub_cancel_left, norm_smul, Real.norm_eq_abs, abs_of_nonneg ht0, htd] at h2
    linarith
  · intro h
    obtain ⟨r, hr, hb⟩ :=
      Metric.nhds_basis_closedBall.mem_iff.mp (mem_interior_iff_mem_nhds.mp h)
    obtain ⟨M, hM⟩ := (Set.finite_range fun i => E i - E k).bddAbove
    exact isBounded_iff_forall_norm_le.mpr ⟨M / r, fun μ hμ =>
      norm_le_of_closedBall_subset hr hb (fun i => hM (Set.mem_range_self i)) hμ⟩
```

Suppose the window is bounded by \(R\) and contains \(\mu\). If \(x_k\) were not interior, some \(d\ne0\) would give a ray that stays in the window. Choosing \(t\|d\|=R+\|\mu\|+1\) yields

\[
\|\mu+td\|\ge t\|d\|-\|\mu\|=R+1,
\]

a contradiction. Conversely, an interior \(x_k\) has a ball of some radius \(r>0\) in the hull, finitely many differences \(E_i-E_k\) have an upper bound \(M\), and \(M/r\) bounds the window. Only the first direction uses `hne`, the assumption that the window is nonempty.

```lean
/-- Binary system with finitely many phases: a nonempty window of phase `k` is bounded if and
only if there are phases with compositions on both sides of that of `k`. -/
theorem isBounded_window_binary_iff [Finite ι] {x E : ι → ℝ} {k : ι}
    (hne : (window x E k).Nonempty) :
    Bornology.IsBounded (window x E k) ↔ (∃ i, x i < x k) ∧ ∃ j, x k < x j := by
  have hin : ∀ a b : ℝ, ⟪a, b⟫_ℝ = a * b := fun a b => by simp [mul_comm]
  rw [isBounded_window_iff hne, mem_interior_hull_iff]
  simp only [hin]
  constructor
  · intro h
    constructor
    · by_contra hc
      have h1 := h (-1) (fun i => by
        have hi : x k ≤ x i := not_lt.mp fun hl => hc ⟨i, hl⟩
        linarith)
      norm_num at h1
    · by_contra hc
      have h1 := h 1 (fun i => by
        have hi : x i ≤ x k := not_lt.mp fun hl => hc ⟨i, hl⟩
        linarith)
      norm_num at h1
  · rintro ⟨⟨i, hi⟩, ⟨j, hj⟩⟩ d hd
    have h1 := hd i
    have h2 := hd j
    apply le_antisymm
    · nlinarith
    · nlinarith
```

In one dimension the inner product is multiplication. The directions \(d=\pm1\) show that a phase is needed on each side of \(x_k\); conversely, two such phases force \(d\le0\) and \(d\ge0\).

In a binary system, a nonempty bounded window takes at least three phases. Take A, AB and B at \(x=0,\tfrac12,1\), with formation energies \(0,-0.3,0\) eV per atom. The two inequalities for AB give

\[
-0.6\ \text{eV}\le\mu\le0.6\ \text{eV},
\]

where \(\mu\) is the potential of B minus that of A, each measured from its element. The endpoints are the slopes of the two segments of the lower convex hull of energy against composition; there AB coexists with A and with B, respectively. Defect calculations commonly take their chemical-potential limits from such windows, here for finitely many phases of fixed composition and energy.

```lean
/-- Two polymorphs of equal composition `0` with energies `1` and `0`: the window of the higher one
is empty, and its composition is not interior to the hull. -/
theorem empty_window_polymorph :
    window (fun _ : Fin 2 => (0 : ℝ)) ![1, 0] 0 = ∅ ∧
      (0 : ℝ) ∉ interior (convexHull ℝ (Set.range fun _ : Fin 2 => (0 : ℝ))) := by
  constructor
  · ext μ
    refine ⟨fun h => ?_, fun h => h.elim⟩
    have h1 : (1 : ℝ) - ⟪μ, (0 : ℝ)⟫_ℝ ≤ 0 - ⟪μ, (0 : ℝ)⟫_ℝ := h 1
    linarith
  · rw [Set.range_const, convexHull_singleton, interior_singleton]
    exact Set.notMem_empty _

end BoundedWindows
```

Phase `0` has energy 1 and its polymorph energy 0, so stability would require \(1\le0\) at every \(\mu\). The window is empty and therefore bounded, yet the hull is a single point without interior in \(\mathbb R\). Without nonemptiness, boundedness does not imply an interior composition.

```lean
#print axioms BoundedWindows.isBounded_window_iff
#print axioms BoundedWindows.isBounded_window_binary_iff
#print axioms BoundedWindows.empty_window_polymorph
```

```
'BoundedWindows.isBounded_window_iff' depends on axioms: [propext, Classical.choice, Quot.sound]
'BoundedWindows.isBounded_window_binary_iff' depends on axioms: [propext, Classical.choice, Quot.sound]
'BoundedWindows.empty_window_polymorph' depends on axioms: [propext, Classical.choice, Quot.sound]
```
